# Alloy configurations up to symmetry: the cycle formula, and exponential growth when the group order is polynomial

Let a finite group \(G\) permute \(n\) lattice sites, each occupied by one of \(k\) species. The number \(N\) of symmetry-inequivalent configurations is

\[
N=\frac1{|G|}\sum_{g\in G}k^{c(g)},
\]

where \(c(g)\) is the number of cycles of the site permutation \(g\), fixed points included. Hence \(N\ge k^n/|G|\). If \(|G|\) stays below a polynomial in \(n\) as the supercell grows, \(N\) outgrows \(b^n\) for every \(0<b<k\).

## Enumerating the occupations of a supercell

An exhaustive survey of the ordered alloy structures in a supercell requires only one energy per inequivalent occupation; many surveys calculate just a subset of these. Symmetry reduces the \(k^n\) occupations, and the question is by how much. For cluster expansions and density-functional surveys, \(N\) is the number of candidates left in one finite supercell, with ideal lattice sites and all compositions included.

The polynomial condition stands for the way crystal symmetry grows. A three-dimensional supercell of \(m\) primitive cells has at most \(m\) translations and 48 point operations per translation, so \(|G|\le 48m\). With at least one alloyed site per primitive cell, this is at most \(48n\).

## Sites, species and groups in Lean

The types `X` and `S` hold the sites and the species, so \(n\) is `Fintype.card X` and \(k\) is `Fintype.card S`. A configuration is a function `X → S`. An operation carries atoms along with their sites, \((gs)(x)=s(g^{-1}x)\), which is `configAction`. The number \(N\) is `configCount G X S`, the number of orbits, and \(c(g)\) is `cycleCount` of the permutation `MulAction.toPerm g`.

- `configCount_eq_mean` is the formula above.
- `configCount_lower` gives, for at least one site, the sharper bound \(N\ge (k^n+(|G|-1)k)/|G|\).
- `exponential_growth` takes a sequence of groups `H j` (not Hamiltonians) acting on site sets `Y j`. The number of sites tends to infinity, and eventually \(|G|\le Cn^d\) with fixed \(C\) and \(d\). Then \(N/b^n\to\infty\) for \(0<b<k\).
- `full_permutation_count_le` says that \(N\le(n+1)^k\) if every permutation of the sites is a symmetry.

The group is abstract. Identifying it with the space group of an actual supercell, modulo the supercell translations, is left to the user, and so is the estimate \(|G|\le 48n\).

## One free choice per cycle

A configuration \(s\) is unchanged by \(g\) when \(s(g^{-1}x)=s(x)\) for all \(x\), or equivalently \(s(gx)=s(x)\) for all \(x\). Repeating this gives \(s(g^ix)=s(x)\) for every integer \(i\), so \(s\) is constant on each cycle. Conversely, any choice of one species per cycle gives an invariant configuration. There are therefore \(k^{c(g)}\) of them.

Now count the pairs \((g,s)\) with \(gs=s\) in two ways. Summing over \(g\) first gives \(\sum_g k^{c(g)}\). Summing over \(s\) first gives the sizes of the stabilisers, and the stabiliser of \(s\) has \(|G|/|\text{orbit of }s|\) elements:

\[
\sum_{g}k^{c(g)}=\sum_s\frac{|G|}{|\text{orbit of }s|}=|G|\,N,
\]

because each orbit contributes \(|G|\) in total. Division by \(|G|\) gives the mean.

## Lower bound and growth rate

The identity has \(n\) cycles and contributes \(k^n\). For \(n\ge1\) every other operation has at least one cycle and contributes at least \(k\). This gives the sharper bound. Keeping only the identity gives \(k^n\le N|G|\), and with \(|G|\le Cn^d\),

\[
\frac{N}{b^n}\ge\frac{(k/b)^n}{C\,n^d}\longrightarrow\infty,
\]

since \(k/b>1\). For \(k\ge2\) one can choose \(b>1\), so the growth is exponential.

Under all \(n!\) permutations, two configurations with the same composition are equivalent. Each species occupies between 0 and \(n\) sites, so there are at most \((n+1)^k\) compositions. For \(k\ge2\), a bound of \(n!\) on the group order would thus be too weak for the growth result.

## Two species on a square

Take the four corners of a square, two species and the four rotations. The identity has 4 cycles, the half turn has 2, and each quarter turn has 1:

\[
N=\frac{2^4+2^2+2+2}{4}=6.
\]

These are the two pure squares, the two with a single minority atom, and the two half-and-half ones, with like atoms adjacent or opposite. The sharper lower bound is \((16+3\cdot2)/4=5.5\), which already forces \(N\ge6\).

## An upper estimate for faithful actions

Suppose that only the identity fixes all sites, and that \(n,k\ge1\). Any other operation moves some site, so it has at most \(n-1\) cycles, and the same sum gives

\[
N\le\frac{k^n+(|G|-1)k^{n-1}}{|G|}.
\]

This estimate supplements the checked theorems below.

## The complete Lean file

```lean
import Mathlib

open Filter Equiv

namespace AlloyEnumeration

/-- Two sites are related when repeated application of the permutation `σ` or its inverse
carries one to the other. -/
def cycleSetoid {X : Type*} (σ : Perm X) : Setoid X where
  r := σ.SameCycle
  iseqv := ⟨Perm.SameCycle.refl σ, fun h => h.symm, fun h₁ h₂ => h₁.trans h₂⟩

/-- The number of cycles of a permutation of finitely many sites, fixed points included. -/
noncomputable def cycleCount {X : Type*} (σ : Perm X) : ℕ :=
  Nat.card (Quotient (cycleSetoid σ))

/-- A configuration unchanged by a site permutation is unchanged by all its integer powers. -/
theorem invariant_under_powers {X S : Type*} (σ : Perm X) (s : X → S)
    (h : ∀ x, s (σ x) = s x) (i : ℤ) : ∀ x, s ((σ ^ i) x) = s x := by
  induction i using Int.induction_on with
  | zero => intro x; simp
  | succ i ih => intro x; rw [zpow_add_one, Perm.mul_apply, ih, h]
  | pred i ih =>
    intro x
    rw [zpow_sub_one, Perm.mul_apply, ih]
    simpa using (h (σ⁻¹ x)).symm

/-- With `k` species on finitely many sites, a site permutation with `c` cycles leaves exactly
`k ^ c` configurations unchanged. -/
theorem card_invariant {X S : Type*} [Fintype X] [Fintype S] (σ : Perm X) :
    Nat.card {s : X → S // ∀ x, s (σ x) = s x} = Fintype.card S ^ cycleCount σ := by
  -- an invariant configuration is a free choice of one species per cycle
  let e : {s : X → S // ∀ x, s (σ x) = s x} ≃ (Quotient (cycleSetoid σ) → S) :=
    { toFun := fun s => Quotient.lift s.1 (by
        rintro x y ⟨i, rfl⟩
        exact (invariant_under_powers σ s.1 s.2 i x).symm)
      invFun := fun f => ⟨fun x => f (Quotient.mk _ x), fun x => by
        have h : ∃ i : ℤ, (σ ^ i) (σ x) = x := ⟨-1, by simp⟩
        exact congrArg f (Quotient.sound h)⟩
      left_inv := fun s => rfl
      right_inv := fun f => by
        funext q
        induction q using Quotient.inductionOn
        rfl }
  unfold cycleCount
  rw [Nat.card_congr e, Nat.card_fun, Nat.card_eq_fintype_card (α := S)]

variable (G X S : Type*) [Group G] [MulAction G X]

/-- A symmetry operation acts on a configuration by carrying each atom to the image of its
site. -/
@[reducible] def configAction : MulAction G (X → S) where
  smul g s := fun x => s (g⁻¹ • x)
  one_smul s := by
    funext x
    change s ((1 : G)⁻¹ • x) = s x
    rw [inv_one, one_smul]
  mul_smul g h s := by
    funext x
    change s ((g * h)⁻¹ • x) = s (h⁻¹ • g⁻¹ • x)
    rw [mul_inv_rev, mul_smul]

attribute [local instance] configAction

/-- The number of symmetry-inequivalent configurations of the species `S` on the sites `X`,
both finite. -/
noncomputable def configCount : ℕ :=
  Nat.card (Quotient (MulAction.orbitRel G (X → S)))

/-- For a finite group permuting finitely many sites occupied by `k` species, the sum of `k ^ c(g)`
over the group, with `c(g)` the number of cycles, is the number of inequivalent configurations times
the group order. -/
theorem burnside_sum [Fintype G] [Fintype X] [Fintype S] :
    ∑ g : G, Fintype.card S ^ cycleCount (MulAction.toPerm g : Perm X) =
      configCount G X S * Fintype.card G := by
  have : ∀ g : G, Fintype (MulAction.fixedBy (X → S) g) := fun g => Fintype.ofFinite _
  have : Fintype (Quotient (MulAction.orbitRel G (X → S))) := Fintype.ofFinite _
  have h := MulAction.sum_card_fixedBy_eq_card_orbits_mul_card_group G (X → S)
  unfold configCount
  rw [Nat.card_eq_fintype_card, ← h]
  refine Finset.sum_congr rfl fun g _ => ?_
  rw [← card_invariant, ← Nat.card_eq_fintype_card]
  refine Nat.card_congr (Equiv.subtypeEquivRight fun s => ?_)
  constructor
  · intro hs
    show g • s = s
    funext x
    change s (g⁻¹ • x) = s x
    have h' := hs (g⁻¹ • x)
    simpa using h'.symm
  · intro hs x
    have h' := congrFun (show g • s = s from hs) (g • x)
    change s (g⁻¹ • g • x) = s (g • x) at h'
    rw [inv_smul_smul] at h'
    exact h'.symm

/-- For a finite group permuting finitely many sites occupied by `k` species, the number of
inequivalent configurations is the mean of `k ^ c(g)`, with `c(g)` the number of cycles. -/
theorem configCount_eq_mean [Fintype G] [Fintype X] [Fintype S] :
    (configCount G X S : ℝ) =
      (∑ g : G, (Fintype.card S : ℝ) ^ cycleCount (MulAction.toPerm g : Perm X)) /
        Fintype.card G := by
  have hG : (Fintype.card G : ℝ) ≠ 0 := Nat.cast_ne_zero.2 Fintype.card_ne_zero
  rw [eq_div_iff hG]
  exact_mod_cast (burnside_sum G X S).symm

/-- Under the identity operation each of the finitely many sites is a cycle of its own. -/
theorem cycleCount_identity [Fintype X] :
    cycleCount (MulAction.toPerm (1 : G) : Perm X) = Fintype.card X := by
  have h1 : (MulAction.toPerm (1 : G) : Perm X) = 1 := Equiv.ext fun x => one_smul G x
  rw [h1]
  have hi : Function.Injective (Quotient.mk (cycleSetoid (1 : Perm X))) := by
    intro x y h
    obtain ⟨i, hi⟩ := Quotient.exact h
    simpa using hi
  exact (Nat.card_congr (Equiv.ofBijective _ ⟨hi, Quotient.mk_surjective⟩)).symm.trans
    Nat.card_eq_fintype_card

/-- For a finite group on a nonempty finite set of `n` sites with `k` species, at least
`(k ^ n + (|G| - 1) k) / |G|` configurations are inequivalent. -/
theorem configCount_lower [Fintype G] [Fintype X] [Fintype S] [Nonempty X] :
    ((Fintype.card S : ℝ) ^ Fintype.card X + (Fintype.card G - 1) * Fintype.card S) /
      Fintype.card G ≤ configCount G X S := by
  classical
  rw [configCount_eq_mean]
  -- the identity contributes `k ^ n`, every other operation at least `k`
  have h : ∑ g : G, ((Fintype.card S : ℝ) +
      if g = 1 then (Fintype.card S : ℝ) ^ Fintype.card X - Fintype.card S else 0) ≤
      ∑ g : G, (Fintype.card S : ℝ) ^ cycleCount (MulAction.toPerm g : Perm X) := by
    refine Finset.sum_le_sum fun g _ => ?_
    by_cases hg : g = 1
    · subst hg
      rw [if_pos rfl, cycleCount_identity]
      linarith
    · rw [if_neg hg, add_zero]
      have hc : cycleCount (MulAction.toPerm g : Perm X) ≠ 0 := by
        have : Nonempty (Quotient (cycleSetoid (MulAction.toPerm g : Perm X))) :=
          ⟨Quotient.mk _ (Classical.arbitrary X)⟩
        exact (Nat.card_pos).ne'
      exact_mod_cast Nat.le_self_pow hc (Fintype.card S)
  simp only [Finset.sum_add_distrib, Finset.sum_const, Finset.card_univ, nsmul_eq_mul,
    Finset.sum_ite_eq', Finset.mem_univ, if_true] at h
  refine div_le_div_of_nonneg_right ?_ (Nat.cast_nonneg _)
  linarith

/-- Let supercells grow without bound while their finite symmetry groups stay polynomially
bounded in the number of sites `n`. With `k` species, the number of inequivalent configurations
then outgrows `b ^ n` for every `0 < b < k`. -/
theorem exponential_growth {H Y : ℕ → Type*} [∀ j, Group (H j)] [∀ j, Fintype (H j)]
    [∀ j, MulAction (H j) (Y j)] [∀ j, Fintype (Y j)] [Fintype S]
    (hY : Tendsto (fun j => Fintype.card (Y j)) atTop atTop) (C : ℝ) (d : ℕ)
    (hH : ∀ᶠ j in atTop, (Fintype.card (H j) : ℝ) ≤ C * (Fintype.card (Y j) : ℝ) ^ d)
    (b : ℝ) (hb : 0 < b) (hbk : b < Fintype.card S) :
    Tendsto (fun j => (configCount (H j) (Y j) S : ℝ) / b ^ Fintype.card (Y j))
      atTop atTop := by
  rw [tendsto_atTop]
  intro M
  have hk : (0 : ℝ) < Fintype.card S := hb.trans hbk
  have hr : 1 < (Fintype.card S : ℝ) / b := (one_lt_div hb).2 hbk
  have hlim := (tendsto_pow_const_div_const_pow_of_one_lt d hr).comp hY
  have hε : 0 < 1 / ((|C| + 1) * (|M| + 1)) := by positivity
  filter_upwards [hH, hlim.eventually_lt_const hε] with j hj hlt
  -- the identity alone gives `k ^ n ≤ count * |G|`
  have hnat : Fintype.card S ^ Fintype.card (Y j) ≤
      configCount (H j) (Y j) S * Fintype.card (H j) := by
    rw [← burnside_sum, ← cycleCount_identity (H j) (Y j)]
    exact Finset.single_le_sum
      (f := fun g : H j => Fintype.card S ^ cycleCount (MulAction.toPerm g : Perm (Y j)))
      (fun _ _ => Nat.zero_le _) (Finset.mem_univ 1)
  have hcount : (Fintype.card S : ℝ) ^ Fintype.card (Y j) ≤
      configCount (H j) (Y j) S * Fintype.card (H j) := by exact_mod_cast hnat
  have hlt' : (Fintype.card (Y j) : ℝ) ^ d / ((Fintype.card S : ℝ) / b) ^ Fintype.card (Y j) <
      1 / ((|C| + 1) * (|M| + 1)) := hlt
  have hP : 0 < ((Fintype.card S : ℝ) / b) ^ Fintype.card (Y j) := by positivity
  rw [div_lt_div_iff₀ hP (by positivity), one_mul] at hlt'
  have hB : 0 < b ^ Fintype.card (Y j) := by positivity
  have hPB : ((Fintype.card S : ℝ) / b) ^ Fintype.card (Y j) * b ^ Fintype.card (Y j) =
      (Fintype.card S : ℝ) ^ Fintype.card (Y j) := by
    rw [← mul_pow, div_mul_cancel₀ _ hb.ne']
  have hj' : (Fintype.card (H j) : ℝ) ≤ (|C| + 1) * (Fintype.card (Y j) : ℝ) ^ d :=
    hj.trans (mul_le_mul_of_nonneg_right (by linarith [le_abs_self C]) (by positivity))
  rw [← hPB] at hcount
  generalize ((Fintype.card S : ℝ) / b) ^ Fintype.card (Y j) = P at *
  have hN : (0 : ℝ) ≤ configCount (H j) (Y j) S := Nat.cast_nonneg _
  have hM : 0 ≤ |M| + 1 := by positivity
  -- the exponential `P` beats the polynomial bound on the group order
  have key : P * (b ^ Fintype.card (Y j) * (|M| + 1)) ≤ P * configCount (H j) (Y j) S := by
    have h1 := mul_le_mul_of_nonneg_right
      (hcount.trans (mul_le_mul_of_nonneg_left hj' hN)) hM
    have h2 := mul_le_mul_of_nonneg_left hlt'.le hN
    linarith
  have h3 := le_of_mul_le_mul_left key hP
  rw [le_div_iff₀ hB]
  have h4 := mul_le_mul_of_nonneg_right (show M ≤ |M| + 1 by linarith [le_abs_self M]) hB.le
  linarith

/-- If every permutation of `n` sites counts as a symmetry, `k` species have at most
`(n + 1) ^ k` inequivalent configurations. -/
theorem full_permutation_count_le [Fintype X] [Fintype S] :
    configCount (Perm X) X S ≤ (Fintype.card X + 1) ^ Fintype.card S := by
  classical
  -- record how many sites each species occupies
  let F : Quotient (MulAction.orbitRel (Perm X) (X → S)) → (S → Fin (Fintype.card X + 1)) :=
    fun q a => ⟨Fintype.card {x // q.out x = a},
      Nat.lt_succ_of_le (Fintype.card_subtype_le _)⟩
  have hF : Function.Injective F := by
    intro p q h
    have hc : ∀ a, Nonempty ({x // p.out x = a} ≃ {x // q.out x = a}) := fun a =>
      Fintype.card_eq.1 (congrArg Fin.val (congrFun h a))
    let e := fun a => (hc a).some
    -- equal compositions are matched species by species
    let σ : Perm X := (Equiv.sigmaFiberEquiv p.out).symm.trans
      ((Equiv.sigmaCongrRight e).trans (Equiv.sigmaFiberEquiv q.out))
    have hσ : ∀ x, q.out (σ x) = p.out x := fun x => (e (p.out x) ⟨x, rfl⟩).2
    have hm : p.out ∈ MulAction.orbit (Perm X) q.out := ⟨σ⁻¹, funext fun x => by
      change q.out ((σ⁻¹)⁻¹ • x) = p.out x
      rw [inv_inv]
      exact hσ x⟩
    have hpq : Quotient.mk (MulAction.orbitRel (Perm X) (X → S)) p.out =
        Quotient.mk _ q.out := Quotient.sound hm
    exact (Quotient.out_eq p).symm.trans (hpq.trans (Quotient.out_eq q))
  unfold configCount
  calc Nat.card (Quotient (MulAction.orbitRel (Perm X) (X → S)))
      ≤ Nat.card (S → Fin (Fintype.card X + 1)) := Nat.card_le_card_of_injective F hF
    _ = (Fintype.card X + 1) ^ Fintype.card S := by simp

end AlloyEnumeration
```

```lean
#print axioms AlloyEnumeration.configCount_lower
#print axioms AlloyEnumeration.exponential_growth
#print axioms AlloyEnumeration.full_permutation_count_le
```

```
'AlloyEnumeration.configCount_lower' depends on axioms: [propext, Classical.choice, Quot.sound]
'AlloyEnumeration.exponential_growth' depends on axioms: [propext, Classical.choice, Quot.sound]
'AlloyEnumeration.full_permutation_count_le' depends on axioms: [propext, Classical.choice, Quot.sound]
```

## From invariant configurations to the limit

`invariant_under_powers` extends invariance under \(g\) to all integer powers by induction in both directions. `card_invariant` then builds the bijection `e` between invariant configurations and functions on the set of cycles, which is the free choice of one species per cycle.

`burnside_sum` takes the double count from Mathlib's orbit-counting theorem (Burnside's lemma). Its remaining work is to match \(gs=s\) with \(s(gx)=s(x)\), by evaluating at \(g^{-1}x\) in one direction and at \(gx\) in the other. `configCount_eq_mean` divides by the group order.

`cycleCount_identity` shows that distinct sites lie in distinct cycles of the identity. `configCount_lower` compares the sums term by term, with \(k^n\) at the identity and \(k\) elsewhere.

In `exponential_growth`, let \(M\) be any target value and \(P=(k/b)^n\). Since \(n^d/P\to0\), eventually \((|C|+1)(|M|+1)n^d<P\). The identity term gives \(Pb^n\le N(|C|+1)n^d\). Multiplying by \(|M|+1\) yields \(Pb^n(|M|+1)\le PN\), which is `key`. Cancelling \(P\) leaves \(N/b^n\ge|M|+1\ge M\).

For `full_permutation_count_le`, the map `F` records the composition of a representative of each orbit. If two compositions agree, the sites of each species can be matched one to one, and the matchings combine into a permutation `σ` that carries one configuration to the other. So `F` is injective, and counting its possible values gives the bound.
